# The first variation of the Weizsäcker energy on an interval gives the potential \(-(\sqrt n)''/(2\sqrt n)\)

The Weizsäcker energy of a positive density \(n\) on \([0,1]\), in atomic units,

\[
W[n]=\int_0^1 \frac{n'(x)^2}{8\,n(x)}\,dx ,
\]

has the functional derivative \(v=-(\sqrt n)''/(2\sqrt n)\): if \(h\) vanishes at both ends, then \(W[n+th]\) has derivative \(\int_0^1 v\,h\,dx\) at \(t=0\). I know the usual argument, which varies under the integral and integrates by parts. Can it be made rigorous for \(n\in C^2\) and \(h\in C^1\), including the derivative in \(t\), and checked by machine?

## Yes: the energy has an exact expansion with a square as remainder

No interchange of derivative and integral is needed, because \(W[n+th]\) can be expanded exactly at finite \(t\). As long as \(n+th>0\), write

\[
n'+th'=\frac{n'}{n}(n+th)+t\,q,\qquad q=h'-\frac{n'h}{n}.
\]

Squaring and dividing by \(8(n+th)\) gives

\[
\frac{(n'+th')^2}{8(n+th)}=\frac{n'^2}{8n}
+t\left(\frac{n'h'}{4n}-\frac{n'^2h}{8n^2}\right)
+t^2\,\frac{q^2}{8(n+th)} .
\]

For the potential, \((\sqrt n)'=n'/(2\sqrt n)\), and a second differentiation gives

\[
(\sqrt n)''=\frac{n''}{2\sqrt n}-\frac{n'^2}{4n^{3/2}},
\qquad
v=\frac{n'^2}{8n^2}-\frac{n''}{4n}.
\]

Since

\[
\left(\frac{n'h}{4n}\right)'=\frac{n''h}{4n}+\frac{n'h'}{4n}-\frac{n'^2h}{4n^2},
\]

the linear coefficient equals \(vh+(n'h/(4n))'\). The total derivative integrates to zero because \(h(0)=h(1)=0\), so

\[
W[n+th]=W[n]+t\int_0^1 v\,h\,dx+t^2\int_0^1\frac{q^2}{8(n+th)}\,dx .
\]

On \([0,1]\) the ratio \(|h/n|\) has a bound \(M\). If \(|t|M<1/2\), then \(n+th\ge n/2\), and the last integral is at most \(C=\int_0^1 q^2/(4n)\,dx\). The remainder is thus at most \(Ct^2\), which proves the derivative.

The remainder is also non-negative. Taking \(t=1\) and \(h=m-n\), for a positive \(C^1\) density \(m\) with the same boundary values, gives

\[
W[m]\ge W[n]+\int_0^1 v\,(m-n)\,dx .
\]

Suppose now that \(\sqrt n\) satisfies \(-\tfrac12(\sqrt n)''+u\sqrt n=\mu\sqrt n\), with external potential \(u\) and orbital energy \(\mu\). Dividing by \(\sqrt n\) gives \(v=\mu-u\). If \(m\) and \(n\) have equal particle number, the \(\mu\) term cancels, and

\[
W[n]+\int_0^1 u\,n\,dx\le W[m]+\int_0^1 u\,m\,dx .
\]

## What the Lean theorems assume and conclude

`weizsacker n` is the integral \(W[n]\), and `potential n x` is \(v(x)\), defined literally through the second derivative of the square root. The answer to your question is `weizsacker_hasDerivAt`. Its `HasDerivAt` conclusion says that the map \(t\mapsto W[n+th]\) is differentiable at 0, with \(t\) approaching from both sides, and that its derivative is \(\int_0^1 v\,h\,dx\).

The hypotheses `ContDiff ℝ 2 n` and `ContDiff ℝ 1 h` concern functions on the whole line, while `hpos` requires positivity only on `Icc 0 1`, the closed interval. The conditions `h0` and `h1` hold the density fixed at the ends. The variation need not conserve particle number, and \(n\) need not be normalised.

In `schroedinger_density_minimises`, the equation for \(\sqrt n\) is the hypothesis `schr`; the existence of a solution is not derived. The competitors `m` are positive and \(C^1\), with the particle number and boundary values of `n`, and `u` is continuous on the interval.

Strict positivity at the ends excludes the hard-wall box, where the density vanishes at the walls. Nodes, three dimensions and variations that move the boundary values are not covered either. Within this one-dimensional setting, \(v\) is the term that \(W\), taken with coefficient one, contributes to the Euler equation of orbital-free density functional theory.

```lean
import Mathlib

open Set Filter Topology MeasureTheory

namespace WeizsaeckerPotential

noncomputable section

/-- The Weizsaecker kinetic energy of a density `n` on the interval `[0,1]`, in atomic units. -/
def weizsacker (n : ℝ → ℝ) : ℝ := ∫ x in (0 : ℝ)..1, (deriv n x) ^ 2 / (8 * n x)

/-- The Weizsaecker potential `-(√n)'' / (2 √n)`. -/
def potential (n : ℝ → ℝ) (x : ℝ) : ℝ :=
  -(deriv (deriv fun y => √(n y)) x) / (2 * √(n x))

variable {n h : ℝ → ℝ}

/-- A quotient of continuous functions on `[0,1]` is continuous there if the denominator has no zero
on `[0,1]`. -/
theorem contOn_div {f g : ℝ → ℝ} (hf : ContinuousOn f (Icc 0 1))
    (hg : ContinuousOn g (Icc 0 1)) (h0 : ∀ x ∈ Icc (0 : ℝ) 1, g x ≠ 0) :
    ContinuousOn (fun x => f x / g x) (Icc 0 1) := hf.div hg h0

/-- The gradient of a C² density is C¹. -/
theorem gradient_regular (hn : ContDiff ℝ 2 n) : ContDiff ℝ 1 (deriv n) := by
  have h2 : ContDiff ℝ (1 + 1) n := by
    rw [one_add_one_eq_two]; exact hn
  exact (contDiff_succ_iff_deriv.1 h2).2.2

/-- Exact expansion of the Weizsaecker energy density when the density `a` and its gradient `b`
change by `t y` and `t k`: the remainder beyond first order is a square over the new density. -/
theorem energy_density_expansion {a b y k t : ℝ} (ha : a ≠ 0) (hat : a + t * y ≠ 0) :
    (b + t * k) ^ 2 / (8 * (a + t * y)) = b ^ 2 / (8 * a)
      + t * (b * k / (4 * a) - b ^ 2 * y / (8 * a ^ 2))
      + t ^ 2 * ((k - b * y / a) ^ 2 / (8 * (a + t * y))) := by
  field_simp
  ring

/-- The Weizsaecker potential written with the density and its first two derivatives. -/
theorem potential_eq (hn : ContDiff ℝ 2 n) {x : ℝ} (hx : 0 < n x) :
    potential n x = (deriv n x) ^ 2 / (8 * n x ^ 2) - deriv (deriv n) x / (4 * n x) := by
  have hd : Differentiable ℝ n := hn.differentiable (by norm_num)
  have hd' := (contDiff_one_iff_deriv.1 (gradient_regular hn)).1
  have hs : 0 < √(n x) := Real.sqrt_pos.2 hx
  have hsq : n x = √(n x) ^ 2 := (Real.sq_sqrt hx.le).symm
  -- the density stays positive near x, so the square root can be differentiated there
  have hpos : ∀ᶠ y in 𝓝 x, 0 < n y := hd.continuous.continuousAt.eventually (lt_mem_nhds hx)
  have h1 : deriv (fun y => √(n y)) =ᶠ[𝓝 x] fun y => deriv n y / (2 * √(n y)) :=
    hpos.mono fun y hy => ((hd y).hasDerivAt.sqrt hy.ne').deriv
  have h2 := (hd' x).hasDerivAt.fun_div
    (((hd x).hasDerivAt.sqrt hx.ne').const_mul 2) (mul_pos two_pos hs).ne'
  change -(deriv (deriv fun y => √(n y)) x) / (2 * √(n x)) = _
  rw [h1.deriv_eq, h2.deriv]
  generalize √(n x) = s at hs hsq ⊢
  rw [hsq]
  field_simp
  ring

/-- The second-order remainder of the energy, with any positive continuous weight `d` in the
denominator, is integrable. -/
theorem remainder_integrable (hn : ContDiff ℝ 2 n) (hpos : ∀ x ∈ Icc (0 : ℝ) 1, 0 < n x)
    (hh : ContDiff ℝ 1 h) {d : ℝ → ℝ} (hd : Continuous d) (hd0 : ∀ x ∈ Icc (0 : ℝ) 1, 0 < d x) :
    IntervalIntegrable (fun x => (deriv h x - deriv n x * h x / n x) ^ 2 / d x) volume 0 1 := by
  have cn' := (gradient_regular hn).continuous
  have ch' := (contDiff_one_iff_deriv.1 hh).2
  have q := contOn_div (cn'.mul hh.continuous).continuousOn hn.continuous.continuousOn
    (fun x hx => (hpos x hx).ne')
  exact (contOn_div ((ch'.continuousOn.sub q).pow 2) hd.continuousOn
    (fun x hx => (hd0 x hx).ne')).intervalIntegrable_of_Icc zero_le_one

/-- Exact expansion of the Weizsaecker energy of a positive C² density for a finite C¹ change `t h`
that vanishes at both ends and keeps the density positive. -/
theorem weizsacker_expansion (hn : ContDiff ℝ 2 n) (hpos : ∀ x ∈ Icc (0 : ℝ) 1, 0 < n x)
    (hh : ContDiff ℝ 1 h) (h0 : h 0 = 0) (h1 : h 1 = 0) (t : ℝ)
    (ht : ∀ x ∈ Icc (0 : ℝ) 1, 0 < n x + t * h x) :
    weizsacker (fun x => n x + t * h x) = weizsacker n
      + t * (∫ x in (0 : ℝ)..1, potential n x * h x)
      + t ^ 2 * ∫ x in (0 : ℝ)..1,
          (deriv h x - deriv n x * h x / n x) ^ 2 / (8 * (n x + t * h x)) := by
  have dn : Differentiable ℝ n := hn.differentiable (by norm_num)
  obtain ⟨dn', cn''⟩ := contDiff_one_iff_deriv.1 (gradient_regular hn)
  obtain ⟨dh, ch'⟩ := contDiff_one_iff_deriv.1 hh
  have cn := dn.continuous
  have cn' := dn'.continuous
  have ch := dh.continuous
  have p4 : ∀ x ∈ Icc (0 : ℝ) 1, 4 * n x ≠ 0 := fun x hx => by
    have := hpos x hx
    positivity
  have p8 : ∀ x ∈ Icc (0 : ℝ) 1, 8 * n x ≠ 0 := fun x hx => by
    have := hpos x hx
    positivity
  have p8' : ∀ x ∈ Icc (0 : ℝ) 1, 8 * n x ^ 2 ≠ 0 := fun x hx => by
    have := hpos x hx
    positivity
  have iA : IntervalIntegrable (fun x => (deriv n x) ^ 2 / (8 * n x)) volume 0 1 :=
    (contOn_div (cn'.pow 2).continuousOn (continuous_const.mul cn).continuousOn
      p8).intervalIntegrable_of_Icc zero_le_one
  have cv : ContinuousOn (potential n) (Icc 0 1) :=
    ((contOn_div (cn'.pow 2).continuousOn (continuous_const.mul (cn.pow 2)).continuousOn
      p8').sub
      (contOn_div cn''.continuousOn (continuous_const.mul cn).continuousOn p4)).congr
      (fun x hx => potential_eq hn (hpos x hx))
  have iV : IntervalIntegrable (fun x => potential n x * h x) volume 0 1 :=
    (cv.mul ch.continuousOn).intervalIntegrable_of_Icc zero_le_one
  have iR := remainder_integrable hn hpos hh (d := fun x => 8 * (n x + t * h x))
    (continuous_const.mul (cn.add (continuous_const.mul ch)))
    (fun x hx => mul_pos (by norm_num) (ht x hx))
  -- the total derivative of n' h / (4 n) integrates to zero
  let g : ℝ → ℝ := fun x => ((deriv (deriv n) x * h x + deriv n x * deriv h x) * (4 * n x)
    - deriv n x * h x * (4 * deriv n x)) / (4 * n x) ^ 2
  have ig : IntervalIntegrable g volume 0 1 :=
    (contOn_div ((((cn''.mul ch).add (cn'.mul ch')).mul (continuous_const.mul cn)).sub
      ((cn'.mul ch).mul (continuous_const.mul cn'))).continuousOn
      ((continuous_const.mul cn).pow 2).continuousOn
      (fun x hx => pow_ne_zero 2 (p4 x hx))).intervalIntegrable_of_Icc zero_le_one
  have hg : ∫ x in (0 : ℝ)..1, g x = 0 := by
    have hG : ∀ x ∈ uIcc (0 : ℝ) 1,
        HasDerivAt (fun y => deriv n y * h y / (4 * n y)) (g x) x := by
      intro x hx
      rw [uIcc_of_le zero_le_one] at hx
      exact ((dn' x).hasDerivAt.fun_mul (dh x).hasDerivAt).fun_div
        ((dn x).hasDerivAt.const_mul 4) (p4 x hx)
    rw [intervalIntegral.integral_eq_sub_of_hasDerivAt hG ig]
    simp [h0, h1]
  have key : weizsacker (fun x => n x + t * h x) = ∫ x in (0 : ℝ)..1,
      ((deriv n x) ^ 2 / (8 * n x) + t * (potential n x * h x)
        + t ^ 2 * ((deriv h x - deriv n x * h x / n x) ^ 2 / (8 * (n x + t * h x)))
        + t * g x) := by
    refine intervalIntegral.integral_congr fun x hx => ?_
    rw [uIcc_of_le zero_le_one] at hx
    have hx0 := (hpos x hx).ne'
    have e : deriv n x * deriv h x / (4 * n x) - (deriv n x) ^ 2 * h x / (8 * n x ^ 2)
        = potential n x * h x + g x := by
      rw [potential_eq hn (hpos x hx)]
      simp only [g]
      field_simp
      ring
    beta_reduce
    rw [((dn x).hasDerivAt.fun_add ((dh x).hasDerivAt.const_mul t)).deriv,
      energy_density_expansion hx0 (ht x hx).ne', e]
    ring
  rw [key, intervalIntegral.integral_add, intervalIntegral.integral_add,
    intervalIntegral.integral_add, intervalIntegral.integral_const_mul,
    intervalIntegral.integral_const_mul, intervalIntegral.integral_const_mul, hg, mul_zero,
    add_zero]
  · rfl
  all_goals first
    | exact iA
    | exact iV.const_mul t
    | exact iR.const_mul (t ^ 2)
    | exact ig.const_mul t
    | exact iA.add (iV.const_mul t)
    | exact (iA.add (iV.const_mul t)).add (iR.const_mul (t ^ 2))

/-- The first variation of the Weizsaecker energy at a positive C² density, under a C¹ change `h`
that vanishes at both ends, is the integral of `h` against `-(√n)'' / (2 √n)`. -/
theorem weizsacker_hasDerivAt (hn : ContDiff ℝ 2 n) (hpos : ∀ x ∈ Icc (0 : ℝ) 1, 0 < n x)
    (hh : ContDiff ℝ 1 h) (h0 : h 0 = 0) (h1 : h 1 = 0) :
    HasDerivAt (fun t : ℝ => weizsacker (fun x => n x + t * h x))
      (∫ x in (0 : ℝ)..1, potential n x * h x) 0 := by
  have cn := hn.continuous
  have ch := hh.continuous
  -- the relative change h / n is bounded, so n + t h ≥ n / 2 for small t
  obtain ⟨M, hM⟩ := isCompact_Icc.exists_bound_of_continuousOn
    (contOn_div ch.continuousOn cn.continuousOn (fun x hx => (hpos x hx).ne'))
  have small : ∀ᶠ t in 𝓝 (0 : ℝ), |t| * M < 1 / 2 :=
    (continuous_abs.mul continuous_const).continuousAt.eventually (gt_mem_nhds (by simp))
  rw [hasDerivAt_iff_isLittleO_nhds_zero]
  refine Asymptotics.IsBigO.trans_isLittleO (g := fun t : ℝ => t ^ 2) ?_
    (Asymptotics.isLittleO_pow_id one_lt_two)
  refine Asymptotics.IsBigO.of_bound (∫ x in (0 : ℝ)..1,
    (deriv h x - deriv n x * h x / n x) ^ 2 / (4 * n x)) (small.mono fun t ht => ?_)
  have half : ∀ x ∈ Icc (0 : ℝ) 1, n x / 2 ≤ n x + t * h x := by
    intro x hx
    have hp := hpos x hx
    have b := hM x hx
    rw [Real.norm_eq_abs, abs_div, abs_of_pos hp, div_le_iff₀ hp] at b
    have b1 : |t * h x| ≤ |t| * (M * n x) := by
      rw [abs_mul]
      exact mul_le_mul_of_nonneg_left b (abs_nonneg t)
    have b2 := neg_abs_le (t * h x)
    nlinarith [mul_pos (sub_pos.2 ht) hp]
  have pt : ∀ x ∈ Icc (0 : ℝ) 1, 0 < n x + t * h x := fun x hx => by
    linarith [half x hx, hpos x hx]
  have ex := weizsacker_expansion hn hpos hh h0 h1 t pt
  have nonneg : 0 ≤ ∫ x in (0 : ℝ)..1,
      (deriv h x - deriv n x * h x / n x) ^ 2 / (8 * (n x + t * h x)) :=
    intervalIntegral.integral_nonneg zero_le_one fun x hx =>
      div_nonneg (sq_nonneg _) (by linarith [pt x hx])
  have le := intervalIntegral.integral_mono_on zero_le_one
    (remainder_integrable hn hpos hh (d := fun x => 8 * (n x + t * h x))
      (continuous_const.mul (cn.add (continuous_const.mul ch)))
      (fun x hx => mul_pos (by norm_num) (pt x hx)))
    (remainder_integrable hn hpos hh (d := fun x => 4 * n x) (continuous_const.mul cn)
      (fun x hx => mul_pos (by norm_num) (hpos x hx)))
    (fun x hx => div_le_div_of_nonneg_left (sq_nonneg _)
      (mul_pos (by norm_num) (hpos x hx)) (by linarith [half x hx]))
  simp only [zero_add, zero_mul, add_zero, smul_eq_mul]
  rw [ex, add_assoc, add_sub_cancel_left, add_sub_cancel_left, norm_mul, mul_comm,
    Real.norm_of_nonneg nonneg]
  exact mul_le_mul_of_nonneg_right le (norm_nonneg _)

/-- The Weizsaecker energy lies above its tangent at a positive C² density `n`: this bounds from
below the energy of any positive C¹ density `m` with the same boundary values as `n`. -/
theorem weizsacker_tangent_le {m : ℝ → ℝ} (hn : ContDiff ℝ 2 n)
    (hpos : ∀ x ∈ Icc (0 : ℝ) 1, 0 < n x) (hm : ContDiff ℝ 1 m)
    (mpos : ∀ x ∈ Icc (0 : ℝ) 1, 0 < m x) (h0 : m 0 = n 0) (h1 : m 1 = n 1) :
    weizsacker n + ∫ x in (0 : ℝ)..1, potential n x * (m x - n x) ≤ weizsacker m := by
  have e : (fun x => n x + 1 * (m x - n x)) = m := by
    funext x
    ring
  have pt : ∀ x ∈ Icc (0 : ℝ) 1, 0 < n x + 1 * (m x - n x) := fun x hx => by
    linarith [mpos x hx]
  have ex := weizsacker_expansion (h := fun x => m x - n x) hn hpos
    (hm.sub (hn.of_le (by norm_num))) (by simp [h0]) (by simp [h1]) 1 pt
  rw [e, one_mul, one_pow, one_mul] at ex
  rw [ex]
  exact le_add_of_nonneg_right (intervalIntegral.integral_nonneg zero_le_one fun x hx =>
    div_nonneg (sq_nonneg _) (by linarith [pt x hx]))

/-- If `n` is a positive C² density and `√n` solves the Schroedinger equation in the continuous
external potential `u`, then `n` minimises the Weizsaecker plus external energy among positive C¹
densities with the same particle number and boundary values. -/
theorem schroedinger_density_minimises {m u : ℝ → ℝ} {μ : ℝ} (hn : ContDiff ℝ 2 n)
    (hpos : ∀ x ∈ Icc (0 : ℝ) 1, 0 < n x) (hu : ContinuousOn u (Icc 0 1))
    (schr : ∀ x ∈ Icc (0 : ℝ) 1,
      -(1 / 2) * deriv (deriv fun y => √(n y)) x + u x * √(n x) = μ * √(n x))
    (hm : ContDiff ℝ 1 m) (mpos : ∀ x ∈ Icc (0 : ℝ) 1, 0 < m x)
    (h0 : m 0 = n 0) (h1 : m 1 = n 1)
    (number : ∫ x in (0 : ℝ)..1, m x = ∫ x in (0 : ℝ)..1, n x) :
    weizsacker n + ∫ x in (0 : ℝ)..1, u x * n x
      ≤ weizsacker m + ∫ x in (0 : ℝ)..1, u x * m x := by
  have tangent := weizsacker_tangent_le hn hpos hm mpos h0 h1
  have im : IntervalIntegrable (fun x => μ * m x) volume 0 1 :=
    (continuous_const.mul hm.continuous).intervalIntegrable 0 1
  have jn : IntervalIntegrable (fun x => μ * n x) volume 0 1 :=
    (continuous_const.mul hn.continuous).intervalIntegrable 0 1
  have ium : IntervalIntegrable (fun x => u x * m x) volume 0 1 :=
    (hu.mul hm.continuous.continuousOn).intervalIntegrable_of_Icc zero_le_one
  have iun : IntervalIntegrable (fun x => u x * n x) volume 0 1 :=
    (hu.mul hn.continuous.continuousOn).intervalIntegrable_of_Icc zero_le_one
  -- the Schroedinger equation says that the Weizsaecker potential is μ - u
  have c : ∫ x in (0 : ℝ)..1, potential n x * (m x - n x)
      = ∫ x in (0 : ℝ)..1, ((μ * m x - μ * n x) - (u x * m x - u x * n x)) := by
    refine intervalIntegral.integral_congr fun x hx => ?_
    rw [uIcc_of_le zero_le_one] at hx
    have hs : 0 < √(n x) := Real.sqrt_pos.2 (hpos x hx)
    have v : potential n x = μ - u x := by
      unfold potential
      rw [div_eq_iff (mul_pos two_pos hs).ne']
      linear_combination 2 * schr x hx
    rw [v]
    ring
  have s : ∫ x in (0 : ℝ)..1, ((μ * m x - μ * n x) - (u x * m x - u x * n x))
      = (μ * (∫ x in (0 : ℝ)..1, m x) - μ * ∫ x in (0 : ℝ)..1, n x)
        - ((∫ x in (0 : ℝ)..1, u x * m x) - ∫ x in (0 : ℝ)..1, u x * n x) := by
    rw [intervalIntegral.integral_sub (im.sub jn) (ium.sub iun),
      intervalIntegral.integral_sub im jn, intervalIntegral.integral_sub ium iun,
      intervalIntegral.integral_const_mul, intervalIntegral.integral_const_mul]
  rw [c, s, number] at tangent
  linarith

end

end WeizsaeckerPotential
```

```lean
#print axioms WeizsaeckerPotential.weizsacker_hasDerivAt
-- 'WeizsaeckerPotential.weizsacker_hasDerivAt' depends on axioms: [propext, Classical.choice, Quot.sound]
#print axioms WeizsaeckerPotential.schroedinger_density_minimises
-- 'WeizsaeckerPotential.schroedinger_density_minimises' depends on axioms: [propext, Classical.choice, Quot.sound]
```

## How the proof follows the calculation

`energy_density_expansion` is the pointwise identity, with numbers `a`, `b`, `y`, `k` in place of \(n,n',h,h'\). `field_simp` clears the denominators and `ring` compares the polynomials.

`potential_eq` is the chain-rule formula for \(v\). A second derivative at \(x\) needs the first derivative in a neighbourhood, so the proof first uses continuity to keep \(n\) positive near \(x\). It then names the square root `s` and replaces \(n\) by \(s^2\), which leaves an algebraic identity.

`weizsacker_expansion` carries out the integration by parts. The function `g` is the derivative of \(n'h/(4n)\), and `hg` shows by the fundamental theorem of calculus that its integral vanishes. The step `key` rewrites the integrand, and the integral is then split term by term. The integrability this requires comes from continuity, through `contOn_div`, `gradient_regular` and `remainder_integrable`.

In `weizsacker_hasDerivAt`, compactness supplies `M`, and `half` is the bound \(n+th\ge n/2\). Monotonicity of the integral then bounds the remainder by \(Ct^2\), which is \(o(t)\), as the definition of the derivative requires.

`weizsacker_tangent_le` applies the expansion at \(t=1\) and drops the non-negative remainder. `schroedinger_density_minimises` obtains \(v=\mu-u\) from `schr` by `linear_combination`, inserts it into the tangent inequality and cancels the \(\mu\) terms with `number`.
